# Vanishing determinant of the coupled wave equations in a gap when reflections and propagation are the identity

Two counter-propagating waves in the gap between two bodies are coupled by linear equations, whose block matrix is built from two reflection matrices and one propagation matrix over a finite set of modes. The declaration `det_eq_zero_of_lossless` assumes at least one mode and states two things: the identity matrix has L2 operator norm one, and the determinant of the block matrix is zero when all three matrices equal the identity. The attempt takes the norm from `CStarRing.norm_one`. For the determinant it uses `det_cavityMatrix` to pass to one minus the round-trip matrix, shows that this difference is the zero matrix, and closes with the lemma that the zero matrix has determinant zero.

This version doesn't compile in Lean 4 with Mathlib:

```lean
import Mathlib

open Matrix
open scoped Matrix.Norms.L2Operator

namespace LifshitzRoundTrip

variable {n : Type*} [Fintype n] [DecidableEq n]

/-- The round-trip matrix of a wave in the gap between two bodies: propagation `X`,
reflection `R2`, propagation `X` back, reflection `R1`. -/
def roundTrip (R1 R2 X : Matrix n n ℂ) : Matrix n n ℂ := R1 * X * R2 * X

/-- The block matrix of the linear equations that couple the two counter-propagating waves
in the gap. -/
def cavityMatrix (R1 R2 X : Matrix n n ℂ) : Matrix (n ⊕ n) (n ⊕ n) ℂ :=
  fromBlocks 1 (-(R1 * X)) (-(R2 * X)) 1

/-- The determinant of the coupled equations equals the determinant of one minus the
round-trip matrix. -/
theorem det_cavityMatrix (R1 R2 X : Matrix n n ℂ) :
    (cavityMatrix R1 R2 X).det = (1 - roundTrip R1 R2 X).det := by
  rw [cavityMatrix, det_fromBlocks_one₂₂, neg_mul_neg, roundTrip, ← mul_assoc]

/-- For a nonempty set of modes, the identity matrix has norm one, and with the reflection and
propagation matrices all equal to it the determinant vanishes. -/
theorem det_eq_zero_of_lossless [Nonempty n] :
    ‖(1 : Matrix n n ℂ)‖ = 1 ∧ (cavityMatrix (1 : Matrix n n ℂ) 1 1).det = 0 := by
  refine ⟨CStarRing.norm_one, ?_⟩
  have h : (1 : Matrix n n ℂ) - roundTrip 1 1 1 = 0 := by
    simp only [roundTrip, mul_one, sub_self]
  rw [det_cavityMatrix, h]
  exact Matrix.det_zero inferInstance

end LifshitzRoundTrip
```

The error:

```
Main.lean:33:8: error: Function expected at
  det_zero
but this term has type
  det 0 = 0

Note: Expected a function because this term is being applied to the argument
  inferInstance
```

Diagnosis. The message says that `Matrix.det_zero` is used as a function though it is not one. Written without arguments, it already has type `det 0 = 0`, which is an equation and can't be applied to anything, so Lean rejects the extra `inferInstance`.

That argument was evidently meant to supply the fact that the index type is nonempty. The fact is needed, since the determinant of an empty matrix is one, but the lemma does not take it as an explicit argument. Lean fills it in by itself from the hypothesis `[Nonempty n]` in the theorem's statement.

The repair deletes `inferInstance` and leaves `exact Matrix.det_zero`. After the rewrite with `det_cavityMatrix` and `h`, the goal is that the zero matrix has determinant zero, which is just what the lemma states. The rest of the proof is unchanged.

Fix (accepted with no message):

```diff
@@ -31,5 +31,5 @@
     simp only [roundTrip, mul_one, sub_self]
   rw [det_cavityMatrix, h]
-  exact Matrix.det_zero inferInstance
+  exact Matrix.det_zero
 
 end LifshitzRoundTrip
```
